# Equal ground-state densities give a common ground state on a lattice

A density-to-potential inversion on a lattice model adjusts the site potentials v_i until the ground state of H0 + Σ v_i n_i reproduces a target set of occupations, and then reports that potential. Whether a different potential could have served as well depends on how far equal densities constrain the potentials. Take finitely many sites, Hermitian site operators n_i and a fixed Hermitian H0. If a ground state of H0 + Σ_i v_i n_i, with energy E_v, and a ground state of H0 + Σ_i w_i n_i, with energy E_w, have equal densities, then the two Hamiltonians share a ground state ψ with

Σ_i (v_i − w_i) n_i ψ = (E_v − E_w) ψ.

The Hohenberg-Kohn theorem also concludes that the density fixes the potential up to a constant and supplies a variational principle for a density functional; here the first is proved under the added hypotheses that Σ_i n_i ψ = Nψ and that the vectors n_i ψ are linearly independent, and the second is absent.

## Model

States live in a complex inner product space `E` of any dimension, sites in a finite type `ι`. The inner product is antilinear in its first slot, as in bra-ket notation. Operators are linear maps defined on all of `E`.

In Lean 4 with Mathlib:

```lean
import Mathlib

open scoped InnerProductSpace

namespace LatticeHohenbergKohn

noncomputable section

variable {E : Type*} [NormedAddCommGroup E] [InnerProductSpace ℂ E]
variable {ι : Type*} [Fintype ι]
```

The expectation value is ⟨A⟩_ψ = Re⟨ψ, Aψ⟩, not divided by ‖ψ‖².

```lean
/-- The expectation value `Re ⟨ψ, A ψ⟩` of the operator `A` in the vector `ψ`. -/
def expval (A : E →ₗ[ℂ] E) (ψ : E) : ℝ := (⟪ψ, A ψ⟫_ℂ).re
```

H0 holds hopping and interaction and is shared by both Hamiltonians; the potential is real. The n_i are not assumed to commute or to be positive.

```lean
/-- The lattice Hamiltonian `H(v) = H0 + ∑ᵢ vᵢ nᵢ` for a real site potential `v`. -/
def hamiltonian (H0 : E →ₗ[ℂ] E) (n : ι → E →ₗ[ℂ] E) (v : ι → ℝ) : E →ₗ[ℂ] E :=
  H0 + ∑ i, (v i : ℂ) • n i
```

The density is ρ_i(ψ) = ⟨n_i⟩_ψ.

```lean
/-- The density of `ψ` on site `i`, the expectation value of `nᵢ`. -/
def density (n : ι → E →ₗ[ℂ] E) (ψ : E) (i : ι) : ℝ := expval (n i) ψ
```

A ground state with energy ε is a unit vector with Hψ = εψ and ε‖χ‖² ≤ ⟨H⟩_χ for all χ. Degeneracy is allowed; mixed states are not covered.

```lean
/-- `ψ` is a ground state of `H` with energy `ε`: a normalised eigenvector with eigenvalue `ε`,
where `ε ‖χ‖² ≤ ⟨χ, H χ⟩` for every vector `χ`. -/
structure IsGroundState (H : E →ₗ[ℂ] E) (ε : ℝ) (ψ : E) : Prop where
  normalized : ‖ψ‖ = 1
  eigen : H ψ = (ε : ℂ) • ψ
  lower : ∀ χ : E, ε * ‖χ‖ ^ 2 ≤ expval H χ
```

## Variational tools

With real v_i, Hermitian H0 and n_i (`IsSymmetric`) give ⟨H(v)x, y⟩ = ⟨x, H(v)y⟩ term by term.

```lean
/-- `H(v)` is Hermitian when `H0` and all `nᵢ` are Hermitian. -/
theorem hamiltonian_isSymmetric {H0 : E →ₗ[ℂ] E} {n : ι → E →ₗ[ℂ] E}
    (h0 : H0.IsSymmetric) (hn : ∀ i, (n i).IsSymmetric) (v : ι → ℝ) :
    (hamiltonian H0 n v).IsSymmetric := by
  intro x y
  have h0' : ⟪H0 x, y⟫_ℂ = ⟪x, H0 y⟫_ℂ := h0 x y
  have hn' : ∀ i, ⟪n i x, y⟫_ℂ = ⟪x, n i y⟫_ℂ := fun i => hn i x y
  simp only [hamiltonian, LinearMap.add_apply, LinearMap.sum_apply, LinearMap.smul_apply,
    inner_add_left, inner_add_right, sum_inner, inner_sum, inner_smul_left, inner_smul_right,
    Complex.conj_ofReal, h0', hn']
```

Linearity splits the energy:

⟨H(v)⟩_ψ = ⟨H0⟩_ψ + Σ_i v_i ρ_i(ψ).

```lean
/-- The expectation value of `H(v)` is that of `H0` plus `∑ᵢ vᵢ ρᵢ`. -/
theorem expval_hamiltonian (H0 : E →ₗ[ℂ] E) (n : ι → E →ₗ[ℂ] E) (v : ι → ℝ) (ψ : E) :
    expval (hamiltonian H0 n v) ψ = expval H0 ψ + ∑ i, v i * density n ψ i := by
  simp only [expval, density, hamiltonian, LinearMap.add_apply, LinearMap.sum_apply,
    LinearMap.smul_apply, inner_add_right, inner_sum, inner_smul_right, Complex.add_re,
    Complex.re_sum, Complex.re_ofReal_mul]
```

In a ground state ⟨H⟩_ψ = ε‖ψ‖² = ε.

```lean
/-- The expectation value of `H` in a ground state is the ground-state energy. -/
theorem IsGroundState.expval_eq {H : E →ₗ[ℂ] E} {ε : ℝ} {ψ : E} (h : IsGroundState H ε ψ) :
    expval H ψ = ε := by
  have hn : (⟪ψ, ψ⟫_ℂ).re = ‖ψ‖ ^ 2 := inner_self_eq_norm_sq (𝕜 := ℂ) ψ
  unfold expval
  rw [h.eigen, inner_smul_right, Complex.re_ofReal_mul, hn, h.normalized, one_pow, mul_one]
```

Conversely, equality in the bound forces an eigenvector. The operator A = H − ε is Hermitian, ⟨A⟩_χ ≥ 0 for all χ, and ⟨A⟩_ψ = 0. For χ = ψ − tAψ with real t,

0 ≤ −2t a + t² c,  a = ‖Aψ‖²,  c = ⟨A⟩_{Aψ} ≥ 0.

This is `key`. The step `slope` chooses t with a = t(c + 1), so the right side is −t²(c + 2), whence t = 0 and Aψ = 0.

```lean
/-- If `H` is Hermitian, `ε ‖χ‖² ≤ ⟨χ, H χ⟩` for all `χ`, and `ψ` gives equality,
then `H ψ = ε ψ`. -/
theorem eigen_of_saturates {H : E →ₗ[ℂ] E} (hH : H.IsSymmetric) {ε : ℝ} {ψ : E}
    (hlow : ∀ χ : E, ε * ‖χ‖ ^ 2 ≤ expval H χ) (hψ : expval H ψ = ε * ‖ψ‖ ^ 2) :
    H ψ = (ε : ℂ) • ψ := by
  -- a parabola through the origin that is never negative has zero slope
  have slope : ∀ a c : ℝ, 0 ≤ c → (∀ t : ℝ, 0 ≤ -2 * t * a + t ^ 2 * c) → a = 0 := by
    intro a c hc h
    have hc1 : c + 1 ≠ 0 := (by linarith : 0 < c + 1).ne'
    obtain ⟨t, rfl⟩ : ∃ t : ℝ, a = t * (c + 1) := ⟨a / (c + 1), by field_simp⟩
    have h1 := h t
    have h2 : t ^ 2 ≤ 0 := by nlinarith [mul_nonneg (sq_nonneg t) hc]
    have h3 : t ^ 2 = 0 := le_antisymm h2 (sq_nonneg t)
    have h4 : t = 0 := by simpa using h3
    rw [h4, zero_mul]
  -- the shifted operator A = H - ε is Hermitian and positive
  obtain ⟨A, hA⟩ : ∃ A : E →ₗ[ℂ] E, ∀ x, A x = H x - (ε : ℂ) • x :=
    ⟨H - (ε : ℂ) • LinearMap.id, fun _ => rfl⟩
  have hn : ∀ x : E, (⟪x, x⟫_ℂ).re = ‖x‖ ^ 2 := fun x => inner_self_eq_norm_sq (𝕜 := ℂ) x
  have hq : ∀ x : E, (⟪x, A x⟫_ℂ).re = expval H x - ε * ‖x‖ ^ 2 := by
    intro x
    unfold expval
    rw [hA x, inner_sub_right, inner_smul_right, Complex.sub_re, Complex.re_ofReal_mul, hn x]
  have hAs : ∀ x y : E, ⟪A x, y⟫_ℂ = ⟪x, A y⟫_ℂ := by
    intro x y
    rw [hA x, hA y, inner_sub_left, inner_sub_right, inner_smul_left, inner_smul_right,
      Complex.conj_ofReal, hH x y]
  have hpos : ∀ x : E, 0 ≤ (⟪x, A x⟫_ℂ).re := by
    intro x
    rw [hq x]
    linarith [hlow x]
  have hzero : (⟪ψ, A ψ⟫_ℂ).re = 0 := by
    rw [hq ψ]
    linarith
  -- vary ψ along the residual A ψ
  have key : ∀ t : ℝ, 0 ≤ -2 * t * ‖A ψ‖ ^ 2 + t ^ 2 * (⟪A ψ, A (A ψ)⟫_ℂ).re := by
    intro t
    have hexp : ⟪ψ - (t : ℂ) • A ψ, A (ψ - (t : ℂ) • A ψ)⟫_ℂ
        = ⟪ψ, A ψ⟫_ℂ - ((2 * t : ℝ) : ℂ) * ⟪A ψ, A ψ⟫_ℂ
          + ((t ^ 2 : ℝ) : ℂ) * ⟪A ψ, A (A ψ)⟫_ℂ := by
      simp only [map_sub, map_smul, inner_sub_left, inner_sub_right, inner_smul_left,
        inner_smul_right, Complex.conj_ofReal]
      rw [← hAs ψ (A ψ)]
      push_cast
      ring
    have h := hpos (ψ - (t : ℂ) • A ψ)
    rw [hexp, Complex.add_re, Complex.sub_re, Complex.re_ofReal_mul, Complex.re_ofReal_mul,
      hzero, hn (A ψ)] at h
    linarith
  have hres : ‖A ψ‖ ^ 2 = 0 := slope _ _ (hpos (A ψ)) key
  have hres' : A ψ = 0 := by simpa using hres
  rw [hA ψ] at hres'
  exact sub_eq_zero.mp hres'
```

In finite dimension the definition admits the usual ground states. Expanding χ in an orthonormal eigenbasis with coefficients c_k and eigenvalues λ_k ≥ ε,

⟨H⟩_χ = Σ_k λ_k |c_k|² ≥ ε Σ_k |c_k|² = ε‖χ‖²,

where `hE` and `hnorm` are the two expansions.

```lean
/-- In finite dimension, a normalised eigenvector of a Hermitian `H` whose eigenvalue `ε` lies
below all real eigenvalues of `H` is a ground state with energy `ε`. -/
theorem isGroundState_of_lowest_eigenvalue [FiniteDimensional ℂ E] {H : E →ₗ[ℂ] E}
    (hH : H.IsSymmetric) {ε : ℝ} {ψ : E} (h1 : ‖ψ‖ = 1) (heig : H ψ = (ε : ℂ) • ψ)
    (hlow : ∀ (μ : ℝ) (χ : E), χ ≠ 0 → H χ = (μ : ℂ) • χ → ε ≤ μ) :
    IsGroundState H ε ψ := by
  refine ⟨h1, heig, fun χ => ?_⟩
  -- expand the trial vector in an orthonormal eigenbasis
  obtain ⟨b, lam, hb⟩ : ∃ (b : OrthonormalBasis (Fin (Module.finrank ℂ E)) ℂ E)
      (lam : Fin (Module.finrank ℂ E) → ℝ), ∀ i, H (b i) = (lam i : ℂ) • b i :=
    ⟨hH.eigenvectorBasis rfl, hH.eigenvalues rfl, fun i => hH.apply_eigenvectorBasis rfl i⟩
  have hle : ∀ i, ε ≤ lam i := fun i => hlow _ _ (b.orthonormal.ne_zero i) (hb i)
  have hterm : ∀ i, ⟪χ, b i⟫_ℂ * ⟪b i, χ⟫_ℂ = (Complex.normSq ⟪b i, χ⟫_ℂ : ℂ) := by
    intro i
    rw [← inner_conj_symm χ (b i)]
    exact Complex.normSq_eq_conj_mul_self.symm
  have hn : (⟪χ, χ⟫_ℂ).re = ‖χ‖ ^ 2 := inner_self_eq_norm_sq (𝕜 := ℂ) χ
  have hnorm : ‖χ‖ ^ 2 = ∑ i, Complex.normSq ⟪b i, χ⟫_ℂ := by
    rw [← hn, ← b.sum_inner_mul_inner χ χ, Complex.re_sum]
    simp only [hterm, Complex.ofReal_re]
  have hE : expval H χ = ∑ i, lam i * Complex.normSq ⟪b i, χ⟫_ℂ := by
    unfold expval
    rw [← b.sum_inner_mul_inner χ (H χ), Complex.re_sum]
    refine Finset.sum_congr rfl fun i _ => ?_
    rw [← hH (b i) χ, hb i, inner_smul_left, Complex.conj_ofReal,
      mul_left_comm _ (lam i : ℂ), hterm i, Complex.re_ofReal_mul, Complex.ofReal_re]
  rw [hnorm, hE, Finset.mul_sum]
  exact Finset.sum_le_sum fun i _ =>
    mul_le_mul_of_nonneg_right (hle i) (Complex.normSq_nonneg _)
```

## The common ground state

Let ψ be a ground state of H(v) and φ of H(w). Using ψ as trial state for H(w), and φ for H(v),

E_w ≤ ⟨H(w)⟩_ψ = E_v − Σ_i (v_i − w_i) ρ_i(ψ),

E_v ≤ ⟨H(v)⟩_φ = E_w + Σ_i (v_i − w_i) ρ_i(φ).

These are `a1` and `a2`, with ⟨H0⟩ eliminated through `a3` and `a4`. Together they bracket E_v − E_w, and Hermiticity is not used.

```lean
/-- For ground states `ψ` of `H(v)` and `φ` of `H(w)`, the energy difference obeys
`∑ᵢ (vᵢ - wᵢ) ρᵢ(ψ) ≤ E(v) - E(w) ≤ ∑ᵢ (vᵢ - wᵢ) ρᵢ(φ)`. -/
theorem energy_difference_bounds {H0 : E →ₗ[ℂ] E} {n : ι → E →ₗ[ℂ] E} {v w : ι → ℝ}
    {Ev Ew : ℝ} {ψ φ : E}
    (hψ : IsGroundState (hamiltonian H0 n v) Ev ψ)
    (hφ : IsGroundState (hamiltonian H0 n w) Ew φ) :
    ∑ i, (v i - w i) * density n ψ i ≤ Ev - Ew ∧
      Ev - Ew ≤ ∑ i, (v i - w i) * density n φ i := by
  -- each ground state is a trial state for the other Hamiltonian
  have a1 := hφ.lower ψ
  have a2 := hψ.lower φ
  have a3 := hψ.expval_eq
  have a4 := hφ.expval_eq
  rw [hψ.normalized, one_pow, mul_one, expval_hamiltonian] at a1
  rw [hφ.normalized, one_pow, mul_one, expval_hamiltonian] at a2
  rw [expval_hamiltonian] at a3 a4
  simp only [sub_mul, Finset.sum_sub_distrib]
  constructor <;> linarith
```

From here on H0 and the n_i are Hermitian, which the saturation step needs. If the two sums agree (`hpair`, one real equation), both inequalities are equalities (`hE`). Then ⟨H(w)⟩_ψ = E_w (`hexp`), so H(w)ψ = E_w ψ by saturation, and the lower bound is inherited from `hφ.lower`. Subtracting the eigenvalue equations cancels H0 (`hd`):

(H(v) − H(w))ψ = Σ_i (v_i − w_i) n_i ψ = (E_v − E_w) ψ.

```lean
/-- If the ground states `ψ` of `H(v)` and `φ` of `H(w)` give the same value of
`∑ᵢ (vᵢ - wᵢ) ρᵢ`, then `ψ` is a ground state of `H(w)` and
`∑ᵢ (vᵢ - wᵢ) nᵢ ψ = (E(v) - E(w)) ψ`. -/
theorem common_ground_state_of_pairing_eq {H0 : E →ₗ[ℂ] E} {n : ι → E →ₗ[ℂ] E}
    (h0 : H0.IsSymmetric) (hn : ∀ i, (n i).IsSymmetric) {v w : ι → ℝ} {Ev Ew : ℝ} {ψ φ : E}
    (hψ : IsGroundState (hamiltonian H0 n v) Ev ψ)
    (hφ : IsGroundState (hamiltonian H0 n w) Ew φ)
    (hpair : ∑ i, (v i - w i) * density n ψ i = ∑ i, (v i - w i) * density n φ i) :
    IsGroundState (hamiltonian H0 n w) Ew ψ ∧
      ∑ i, ((v i - w i : ℝ) : ℂ) • n i ψ = ((Ev - Ew : ℝ) : ℂ) • ψ := by
  have hb := energy_difference_bounds hψ hφ
  have hE : ∑ i, (v i - w i) * density n ψ i = Ev - Ew := by linarith [hb.1, hb.2, hpair]
  -- ψ saturates the variational bound of H(w)
  have hexp : expval (hamiltonian H0 n w) ψ = Ew * ‖ψ‖ ^ 2 := by
    have a3 := hψ.expval_eq
    rw [expval_hamiltonian] at a3
    simp only [sub_mul, Finset.sum_sub_distrib] at hE
    rw [hψ.normalized, one_pow, mul_one, expval_hamiltonian]
    linarith
  have heig := eigen_of_saturates (hamiltonian_isSymmetric h0 hn w) hφ.lower hexp
  refine ⟨⟨hψ.normalized, heig, hφ.lower⟩, ?_⟩
  -- subtract the two eigenvalue equations
  have hd : hamiltonian H0 n v ψ - hamiltonian H0 n w ψ
      = ∑ i, ((v i - w i : ℝ) : ℂ) • n i ψ := by
    simp only [hamiltonian, LinearMap.add_apply, LinearMap.sum_apply, LinearMap.smul_apply,
      Complex.ofReal_sub, sub_smul, Finset.sum_sub_distrib]
    abel
  rw [← hd, hψ.eigen, heig, Complex.ofReal_sub, sub_smul]
```

Equal densities on every site (`hρ`) imply `hpair`. In words: for Hermitian H0 and n_i, ground states ψ of H(v) and φ of H(w) with equal densities, ψ is a ground state of H(w) with energy E_w and satisfies the identity above. Nothing says ψ = φ; that they agree up to a phase when H(w) is nondegenerate is left unproved here.

```lean
/-- If the ground states `ψ` of `H(v)` and `φ` of `H(w)` have equal densities, then `ψ` is a
ground state of `H(w)` and `∑ᵢ (vᵢ - wᵢ) nᵢ ψ = (E(v) - E(w)) ψ`. -/
theorem common_ground_state_of_density_eq {H0 : E →ₗ[ℂ] E} {n : ι → E →ₗ[ℂ] E}
    (h0 : H0.IsSymmetric) (hn : ∀ i, (n i).IsSymmetric) {v w : ι → ℝ} {Ev Ew : ℝ} {ψ φ : E}
    (hψ : IsGroundState (hamiltonian H0 n v) Ev ψ)
    (hφ : IsGroundState (hamiltonian H0 n w) Ew φ)
    (hρ : density n ψ = density n φ) :
    IsGroundState (hamiltonian H0 n w) Ew ψ ∧
      ∑ i, ((v i - w i : ℝ) : ℂ) • n i ψ = ((Ev - Ew : ℝ) : ℂ) • ψ :=
  common_ground_state_of_pairing_eq h0 hn hψ hφ (by rw [hρ])
```

## Uniqueness of the potential

Keep H0 and the n_i Hermitian and the two densities equal. Assume in addition that Σ_i n_i ψ = Nψ and that the vectors n_i ψ are linearly independent (`hind`, assumed and not derived from H0). N = 0 would make Σ_i n_i ψ a vanishing combination with unit coefficients, impossible with at least one site. Multiplying the identity by N,

Σ_i [N(v_i − w_i) − (E_v − E_w)] n_i ψ = 0,

which is `hsum`, so v_i − w_i = (E_v − E_w)/N on every site.

```lean
/-- If the ground states `ψ` of `H(v)` and `φ` of `H(w)` have equal densities, `∑ᵢ nᵢ ψ = N ψ`
and the vectors `nᵢ ψ` are linearly independent, then `N ≠ 0` and
`vᵢ - wᵢ = (E(v) - E(w)) / N` on every site. -/
theorem potential_eq_up_to_constant [Nonempty ι] {H0 : E →ₗ[ℂ] E} {n : ι → E →ₗ[ℂ] E}
    (h0 : H0.IsSymmetric) (hn : ∀ i, (n i).IsSymmetric) {v w : ι → ℝ} {Ev Ew N : ℝ} {ψ φ : E}
    (hψ : IsGroundState (hamiltonian H0 n v) Ev ψ)
    (hφ : IsGroundState (hamiltonian H0 n w) Ew φ)
    (hρ : density n ψ = density n φ)
    (hN : ∑ i, n i ψ = (N : ℂ) • ψ)
    (hind : LinearIndependent ℂ fun i => n i ψ) :
    N ≠ 0 ∧ ∀ i, v i - w i = (Ev - Ew) / N := by
  have hmain := (common_ground_state_of_density_eq h0 hn hψ hφ hρ).2
  have hli := Fintype.linearIndependent_iff.mp hind
  have hN0 : N ≠ 0 := by
    intro h
    have hs : ∑ i, (1 : ℂ) • n i ψ = 0 := by
      simp only [one_smul]
      rw [hN, h, Complex.ofReal_zero, zero_smul]
    have h1 : (1 : ℂ) = 0 := hli (fun _ => 1) hs (Classical.arbitrary ι)
    exact one_ne_zero h1
  refine ⟨hN0, fun i => ?_⟩
  -- a vanishing linear combination of the vectors nᵢ ψ
  have hsum : ∑ i, ((N : ℂ) * ((v i - w i : ℝ) : ℂ) - ((Ev - Ew : ℝ) : ℂ)) • n i ψ = 0 := by
    simp only [sub_smul, mul_smul, Finset.sum_sub_distrib, ← Finset.smul_sum]
    rw [hmain, hN]
    module
  have hi : (N : ℂ) * ((v i - w i : ℝ) : ℂ) - ((Ev - Ew : ℝ) : ℂ) = 0 :=
    hli (fun i => (N : ℂ) * ((v i - w i : ℝ) : ℂ) - ((Ev - Ew : ℝ) : ℂ)) hsum i
  have hr : N * (v i - w i) - (Ev - Ew) = 0 := by exact_mod_cast hi
  rw [eq_div_iff hN0]
  linarith
```

## One particle on two sites

The state space is ℂ², one amplitude per site.

```lean
/-- The state space of one particle on two sites. -/
abbrev Dimer := EuclideanSpace ℂ (Fin 2)
```

H0 maps (x₀, x₁) to (−t x₁, −t x₀).

```lean
/-- Hopping with amplitude `-t` between the two sites. -/
def dimerHop (t : ℝ) : Dimer →ₗ[ℂ] Dimer where
  toFun x := !₂[-(t : ℂ) * x 1, -(t : ℂ) * x 0]
  map_add' x y := by
    ext j
    fin_cases j <;> simp <;> ring
  map_smul' c x := by
    ext j
    fin_cases j <;> simp <;> ring
```

Each n_i projects on site i.

```lean
/-- The occupation operator of site `i`, the projector on that site. -/
def dimerOcc (i : Fin 2) : Dimer →ₗ[ℂ] Dimer where
  toFun x := WithLp.toLp 2 (fun j : Fin 2 => if j = i then x j else (0 : ℂ))
  map_add' x y := by
    ext j
    by_cases h : j = i <;> simp [h]
  map_smul' c x := by
    ext j
    by_cases h : j = i <;> simp [h]
```

The test state is ψ = (3/5, 4/5).

```lean
/-- The dimer state with amplitudes `3/5` and `4/5`. -/
def dimerState : Dimer := !₂[((3 / 5 : ℝ) : ℂ), ((4 / 5 : ℝ) : ℂ)]
```

In components H(v)x = (v₀x₀ − t x₁, v₁x₁ − t x₀), ‖x‖² = |x₀|² + |x₁|², and

⟨H(v)⟩_x = v₀|x₀|² + v₁|x₁|² − 2t Re(x̄₀ x₁).

```lean
/-- The action of the dimer Hamiltonian, its expectation value and the squared norm,
written in the two site amplitudes. -/
theorem dimer_formulas (t : ℝ) (v : Fin 2 → ℝ) (x : Dimer) :
    hamiltonian (dimerHop t) dimerOcc v x
        = !₂[(v 0 : ℂ) * x 0 - (t : ℂ) * x 1, (v 1 : ℂ) * x 1 - (t : ℂ) * x 0] ∧
      expval (hamiltonian (dimerHop t) dimerOcc v) x
        = v 0 * Complex.normSq (x 0) + v 1 * Complex.normSq (x 1)
          - 2 * t * ((x 0).re * (x 1).re + (x 0).im * (x 1).im) ∧
      ‖x‖ ^ 2 = Complex.normSq (x 0) + Complex.normSq (x 1) := by
  have h1 : hamiltonian (dimerHop t) dimerOcc v x
      = !₂[(v 0 : ℂ) * x 0 - (t : ℂ) * x 1, (v 1 : ℂ) * x 1 - (t : ℂ) * x 0] := by
    simp only [hamiltonian, LinearMap.add_apply, LinearMap.smul_apply, Fin.sum_univ_two]
    generalize (v 0 : ℂ) = a
    generalize (v 1 : ℂ) = b
    ext j
    fin_cases j <;> simp [dimerHop, dimerOcc] <;> ring
  refine ⟨h1, ?_, ?_⟩
  · unfold expval
    rw [h1]
    simp [PiLp.inner_apply, Fin.sum_univ_two, Complex.normSq_apply]
    ring
  · have h : ‖x‖ ^ 2 = ∑ i, ‖x i‖ ^ 2 := by
      rw [EuclideanSpace.norm_eq, Real.sq_sqrt (Finset.sum_nonneg fun i _ => sq_nonneg _)]
    rw [h, Fin.sum_univ_two, Complex.sq_norm, Complex.sq_norm]
```

For t = 12 and v = (16 + c, 9 + c), the equation H(v)ψ = cψ reduces to 16·3 − 12·4 = 0 and 9·4 − 12·3 = 0, and

⟨H(v)⟩_χ − c‖χ‖² = |4χ₀ − 3χ₁|² ≥ 0.

Both amplitudes are nonzero, so the n_i ψ are independent, and N = 1. Every assumption of the uniqueness theorem is met, and two such potentials differ by the energy difference.

```lean
/-- On the dimer with hopping `12` the operators are Hermitian, the state `(3/5, 4/5)` is a
ground state with energy `c` for each potential `(16 + c, 9 + c)`, it satisfies
`∑ᵢ nᵢ ψ = ψ`, and the vectors `nᵢ ψ` are linearly independent. -/
theorem dimer_witness :
    (dimerHop 12).IsSymmetric ∧ (∀ i, (dimerOcc i).IsSymmetric) ∧
      (∀ c : ℝ,
        IsGroundState (hamiltonian (dimerHop 12) dimerOcc ![16 + c, 9 + c]) c dimerState) ∧
      ∑ i, dimerOcc i dimerState = ((1 : ℝ) : ℂ) • dimerState ∧
      LinearIndependent ℂ fun i => dimerOcc i dimerState := by
  have h0 : dimerState 0 = ((3 / 5 : ℝ) : ℂ) := rfl
  have h1 : dimerState 1 = ((4 / 5 : ℝ) : ℂ) := rfl
  have hhop : ∀ t : ℝ, (dimerHop t).IsSymmetric := by
    intro t x y
    simp [dimerHop, PiLp.inner_apply, Fin.sum_univ_two]
    ring
  refine ⟨hhop 12, ?_, fun c => ⟨?_, ?_, fun χ => ?_⟩, ?_, ?_⟩
  · intro i x y
    fin_cases i <;> simp [dimerOcc, PiLp.inner_apply, Fin.sum_univ_two]
  · have h2 : ‖dimerState‖ ^ 2 = 1 := by
      rw [(dimer_formulas 0 0 dimerState).2.2, h0, h1, Complex.normSq_ofReal,
        Complex.normSq_ofReal]
      norm_num
    exact (sq_eq_sq₀ (norm_nonneg _) zero_le_one).mp (by rw [h2, one_pow])
  · have hs : (c : ℂ) • dimerState
        = !₂[(c : ℂ) * dimerState 0, (c : ℂ) * dimerState 1] := by
      generalize (c : ℂ) = a
      ext j
      fin_cases j <;> simp
    rw [(dimer_formulas 12 ![16 + c, 9 + c] dimerState).1, hs]
    ext j
    fin_cases j <;> simp [h0, h1] <;> ring
  · -- the energy above c is |4 χ₀ - 3 χ₁|²
    obtain ⟨-, h2, h3⟩ := dimer_formulas 12 ![16 + c, 9 + c] χ
    have e0 : (![16 + c, 9 + c] : Fin 2 → ℝ) 0 = 16 + c := rfl
    have e1 : (![16 + c, 9 + c] : Fin 2 → ℝ) 1 = 9 + c := rfl
    rw [h2, h3, e0, e1]
    simp only [Complex.normSq_apply]
    nlinarith [sq_nonneg (4 * (χ 0).re - 3 * (χ 1).re), sq_nonneg (4 * (χ 0).im - 3 * (χ 1).im)]
  · rw [Complex.ofReal_one, one_smul, Fin.sum_univ_two]
    ext j
    fin_cases j <;> simp [dimerOcc]
  · rw [Fintype.linearIndependent_iff]
    intro g hg i
    have hi := congrArg (fun z : Dimer => z i) hg
    fin_cases i <;> simpa [Fin.sum_univ_two, dimerOcc, h0, h1] using hi
```

Independence cannot simply be dropped. For t = 0 and v = (0, u) with u ≥ 0, ⟨H(v)⟩_χ = u|χ₁|² ≥ 0, and (1, 0) is a ground state with energy 0. One density thus belongs to potentials that differ on one site only; here n₁ψ = 0.

```lean
/-- On the dimer without hopping, the state `(1, 0)` is a ground state with energy `0` for
every potential `(0, u)` with `u ≥ 0`. -/
theorem dimer_potential_not_unique (u : ℝ) (hu : 0 ≤ u) :
    IsGroundState (hamiltonian (dimerHop 0) dimerOcc ![0, u]) 0 (!₂[1, 0] : Dimer) := by
  refine ⟨?_, ?_, fun χ => ?_⟩
  · have h2 : ‖(!₂[1, 0] : Dimer)‖ ^ 2 = 1 := by
      rw [(dimer_formulas 0 0 (!₂[1, 0] : Dimer)).2.2]
      simp
    exact (sq_eq_sq₀ (norm_nonneg _) zero_le_one).mp (by rw [h2, one_pow])
  · rw [(dimer_formulas 0 ![0, u] (!₂[1, 0] : Dimer)).1]
    ext j
    fin_cases j <;> simp
  · obtain ⟨-, h2, -⟩ := dimer_formulas 0 ![0, u] χ
    have e0 : (![0, u] : Fin 2 → ℝ) 0 = 0 := rfl
    have e1 : (![0, u] : Fin 2 → ℝ) 1 = u := rfl
    have hp := mul_nonneg hu (Complex.normSq_nonneg (χ 1))
    rw [h2, e0, e1]
    linarith

end

end LatticeHohenbergKohn
```

```lean
#print axioms LatticeHohenbergKohn.isGroundState_of_lowest_eigenvalue
#print axioms LatticeHohenbergKohn.common_ground_state_of_density_eq
#print axioms LatticeHohenbergKohn.potential_eq_up_to_constant
#print axioms LatticeHohenbergKohn.dimer_potential_not_unique
```

```
'LatticeHohenbergKohn.isGroundState_of_lowest_eigenvalue' depends on axioms: [propext, Classical.choice, Quot.sound]
'LatticeHohenbergKohn.common_ground_state_of_density_eq' depends on axioms: [propext, Classical.choice, Quot.sound]
'LatticeHohenbergKohn.potential_eq_up_to_constant' depends on axioms: [propext, Classical.choice, Quot.sound]
'LatticeHohenbergKohn.dimer_potential_not_unique' depends on axioms: [propext, Classical.choice, Quot.sound]
```
